# Kleinman symmetry forbids bulk electric-dipole second-harmonic generation in crystal class 422

Laser light of frequency ω enters a crystal, and part of it may leave at 2ω. In the electric-dipole description, the source of the new light is a polarization quadratic in the field, with coefficients d_ijk. A crystal of class 422 has a fourfold rotation axis and twofold axes perpendicular to it, but no inversion centre, so the absence of inversion leaves room for such a response. How much of it survives the rotations?

One constant survives. It is lost as well if the tensor has Kleinman symmetry, meaning that d_ijk is unchanged by every permutation of its indices. This is a good approximation when ω and 2ω lie far below the electronic resonances and dispersion is negligible. Here it is assumed as a hypothesis.

## Fields, tensor and rotations

```lean
import Mathlib

open Matrix

namespace SecondHarmonic422

noncomputable section

/-- A real rank-three tensor `d i j k` in three dimensions; the indices 0, 1, 2 stand for
x, y, z. -/
abbrev Tensor3 := Fin 3 → Fin 3 → Fin 3 → ℝ
```

A `Tensor3` takes three indices and returns a real number. Lean counts from zero: 0, 1, 2 are x, y, z. The text and the comments in the code write entries with letters, so d_xyz is `d 0 1 2`.

```lean
/-- The quadratic polarization `P_i = ∑ d_ijk E_j F_k` produced by two fields `E` and `F`. -/
def polarization (d : Tensor3) (E F : Fin 3 → ℝ) : Fin 3 → ℝ :=
  fun i => ∑ j, ∑ k, d i j k * E j * F k
```

Two field amplitudes E and F produce the polarization

P_i = Σ_jk d_ijk E_j F_k.

Second-harmonic generation is the case F = E. Conventional prefactors such as 2ε₀ are absorbed into d. The amplitudes are real, which describes linearly polarized light, and the tensor is real, as in a lossless, non-magnetic crystal.

```lean
/-- The tensor `d` is invariant under `R` if transforming both fields by `R` transforms the
polarization by `R`. -/
def InvariantUnder (d : Tensor3) (R : Matrix (Fin 3) (Fin 3) ℝ) : Prop :=
  ∀ E F, polarization d (R *ᵥ E) (R *ᵥ F) = R *ᵥ polarization d E F
```

`InvariantUnder d R` is a proposition about a tensor and a matrix. Writing P(E, F) for the polarization, it says that for all E and F

P(RE, RF) = R P(E, F).

The symbol `*ᵥ` multiplies a matrix by a vector. If R is a symmetry of the crystal, rotating the fields must rotate the response with them. For a rotation this is equivalent to the textbook law d_ijk = Σ_abc R_ia R_jb R_kc d_abc.

```lean
/-- The rotation by 90 degrees about the z axis. -/
def fourfoldZ : Matrix (Fin 3) (Fin 3) ℝ := !![0, -1, 0; 1, 0, 0; 0, 0, 1]
```

This matrix sends (E_x, E_y, E_z) to (−E_y, E_x, E_z). It fixes the convention that the fourfold axis is z.

```lean
/-- The rotation by 180 degrees about the x axis, `diag(1, -1, -1)`. -/
def twofoldX : Matrix (Fin 3) (Fin 3) ℝ := !![1, 0, 0; 0, -1, 0; 0, 0, -1]
```

This one sends (E_x, E_y, E_z) to (E_x, −E_y, −E_z), so x is a twofold axis.

```lean
/-- The crystal class 422: all products of the fourfold rotation about z and the twofold
rotation about x. -/
def class422 : Submonoid (Matrix (Fin 3) (Fin 3) ℝ) :=
  Submonoid.closure {fourfoldZ, twofoldX}
```

The class is the set of all finite products of the two rotations, including the identity. `Submonoid.closure` does not add inverses explicitly, but none are missing: the inverse of each generator is one of its own powers.

```lean
/-- The tensor with `d_xyz = d_xzy = c`, `d_yxz = d_yzx = -c` and all other entries zero. -/
def tensor422 (c : ℝ) : Tensor3 := fun i j k =>
  if (i = 0 ∧ j = 1 ∧ k = 2) ∨ (i = 0 ∧ j = 2 ∧ k = 1) then c
  else if (i = 1 ∧ j = 0 ∧ k = 2) ∨ (i = 1 ∧ j = 2 ∧ k = 0) then -c
  else 0
```

This is the candidate for the allowed form, with one real constant c:

d_xyz = d_xzy = c, d_yxz = d_yzx = −c, all others zero.

In contracted notation, c is the coefficient d₁₄.

## Two rotations stand for the whole class

```lean
/-- A tensor is invariant under every operation of the class 422 exactly when it is invariant
under the two generating rotations. -/
theorem invariant_class422_iff (d : Tensor3) :
    (∀ R ∈ class422, InvariantUnder d R) ↔
      InvariantUnder d fourfoldZ ∧ InvariantUnder d twofoldX := by
  constructor
  · intro h
    exact ⟨h _ (Submonoid.subset_closure (Or.inl rfl)),
      h _ (Submonoid.subset_closure (Or.inr rfl))⟩
  · rintro ⟨h4, h2⟩ R hR
    have hR' : R ∈ Submonoid.closure {fourfoldZ, twofoldX} := hR
    clear hR
    induction hR' using Submonoid.closure_induction with
    | mem R hR =>
      rcases hR with hR | hR
      · rw [hR]; exact h4
      · rw [hR]; exact h2
    | one => intro E F; simp only [Matrix.one_mulVec]
    | mul A B _ _ hA hB =>
      -- transform by `B` first, then by `A`
      intro E F
      simp only [← Matrix.mulVec_mulVec]
      rw [hA (B *ᵥ E) (B *ᵥ F), hB E F]
```

In a Lean theorem the claim follows the colon and the proof follows `:=`. Here the claim is that invariance under every operation of the class is equivalent to invariance under the two generators.

One direction is immediate, since the generators belong to the class. For the other, suppose that d is invariant under A and under B. Then

P(ABE, ABF) = A P(BE, BF) = AB P(E, F),

so d is invariant under AB. The identity changes nothing, and every element of the class is built by such products.

The proof has the same shape. `closure_induction` asks for three cases: a generator (`mem`), the identity (`one`) and a product (`mul`). The last line of the product case uses the invariance under A and then that under B, as in the equation above.

## Invariance in components

```lean
/-- Invariance in components: `∑ d_iab R_aj R_bk = ∑ R_ia d_ajk`. -/
theorem invariant_components {d : Tensor3} {R : Matrix (Fin 3) (Fin 3) ℝ}
    (h : InvariantUnder d R) (i j k : Fin 3) :
    ∑ a, ∑ b, d i a b * R a j * R b k = ∑ a, R i a * d a j k := by
  -- apply unit fields along the axes `j` and `k`
  have key := congrFun (h (Pi.single j 1) (Pi.single k 1)) i
  simp only [polarization, Matrix.mulVec_single_one, Matrix.col_apply] at key
  simpa [polarization, Matrix.mulVec, dotProduct, Pi.single_apply] using key
```

The braces around `d` and `R` mean that Lean infers them from the hypothesis `h`, which is the invariance. To obtain the equation by hand, take unit fields along the axes j and k. The rotated fields have components R_aj and R_bk, and the unrotated fields produce the polarization with components d_ajk. The i-th component of the invariance condition is therefore

Σ_ab d_iab R_aj R_bk = Σ_a R_ia d_ajk.

In the proof, `Pi.single j 1` is the unit field along j, and `congrFun` picks out the component i. The simplifier `simpa` then evaluates the sums.

## The allowed tensor has a free constant

```lean
/-- With the tensor `tensor422 c`, two fields `E` and `F` produce the polarization
`c (E_y F_z + E_z F_y, -E_x F_z - E_z F_x, 0)`. -/
theorem polarization_tensor422 (c : ℝ) (E F : Fin 3 → ℝ) :
    polarization (tensor422 c) E F =
      ![c * E 1 * F 2 + c * E 2 * F 1, -c * E 0 * F 2 - c * E 2 * F 0, 0] := by
  ext i
  simp only [polarization, Fin.sum_univ_three]
  fin_cases i <;> simp [tensor422]
  ring
```

Inserting the four nonzero entries into the double sum gives

P_x = c(E_y F_z + E_z F_y)

P_y = −c(E_x F_z + E_z F_x)

P_z = 0.

The proof writes out the sums, treats the three components separately with `fin_cases`, and leaves the remaining algebra to `ring`.

```lean
/-- For every value of the constant `c`, the tensor `tensor422 c` is invariant under both
generating rotations of the class 422. -/
theorem tensor422_invariant (c : ℝ) :
    InvariantUnder (tensor422 c) fourfoldZ ∧ InvariantUnder (tensor422 c) twofoldX := by
  constructor
  · intro E F
    rw [polarization_tensor422, polarization_tensor422]
    ext i
    fin_cases i <;>
      simp [fourfoldZ, Matrix.mulVec, dotProduct, Fin.sum_univ_three]
    ring
  · intro E F
    rw [polarization_tensor422, polarization_tensor422]
    ext i
    fin_cases i <;>
      simp [twofoldX, Matrix.mulVec, dotProduct, Fin.sum_univ_three]
    ring
```

The tensor is invariant under both rotations for every c. Under the fourfold rotation, the rotated fields give

P′_x = c(E_x F_z + E_z F_x) = −P_y

P′_y = c(E_y F_z + E_z F_y) = P_x

P′_z = 0 = P_z,

which is the rotated polarization. Under the twofold rotation, P_x contains two factors that both change sign, so it stays the same. Each term of P_y contains one such factor, so P_y changes sign, as required. P_z remains zero.

The two halves of the proof are these two checks, with the formula from the previous theorem substituted on both sides. Symmetry alone thus fixes neither the size nor the sign of c.

## No other entries survive

```lean
/-- A tensor with `d_ijk = d_ikj` is invariant under the fourfold rotation about z and the twofold
rotation about x exactly when `d_xyz = d_xzy = -d_yxz = -d_yzx` and all other entries vanish. -/
theorem invariant_iff_eq_tensor422 (d : Tensor3) (hjk : ∀ i j k, d i j k = d i k j) :
    (InvariantUnder d fourfoldZ ∧ InvariantUnder d twofoldX) ↔
      d = tensor422 (d 0 1 2) := by
  constructor
  · rintro ⟨h4, h2⟩
    -- the twofold axis removes entries with an odd number of indices y or z
    have x1 := invariant_components h2 0 0 1
    have x2 := invariant_components h2 0 0 2
    have x3 := invariant_components h2 1 0 0
    have x4 := invariant_components h2 2 0 0
    have x5 := invariant_components h2 1 1 1
    have x6 := invariant_components h2 1 1 2
    have x7 := invariant_components h2 1 2 2
    have x8 := invariant_components h2 2 1 1
    have x9 := invariant_components h2 2 1 2
    have x10 := invariant_components h2 2 2 2
    simp [twofoldX, Fin.sum_univ_three] at x1 x2 x3 x4 x5 x6 x7 x8 x9 x10
    -- the fourfold axis relates the remaining entries
    have z1 := invariant_components h4 1 0 0
    have z2 := invariant_components h4 1 1 1
    have z3 := invariant_components h4 1 2 2
    have z4 := invariant_components h4 0 0 1
    have z5 := invariant_components h4 2 0 2
    have z6 := invariant_components h4 2 0 1
    have z7 := invariant_components h4 0 0 2
    simp [fourfoldZ, Fin.sum_univ_three] at z1 z2 z3 z4 z5 z6 z7
    have e1 : d 0 0 1 = 0 := by linarith only [x1]
    have e2 : d 0 0 2 = 0 := by linarith only [x2]
    have e3 : d 1 0 0 = 0 := by linarith only [x3]
    have e4 : d 2 0 0 = 0 := by linarith only [x4]
    have e5 : d 1 1 1 = 0 := by linarith only [x5]
    have e6 : d 1 1 2 = 0 := by linarith only [x6]
    have e7 : d 1 2 2 = 0 := by linarith only [x7]
    have e8 : d 2 1 1 = 0 := by linarith only [x8]
    have e9 : d 2 1 2 = 0 := by linarith only [x9]
    have e10 : d 2 2 2 = 0 := by linarith only [x10]
    have f1 : d 0 0 0 = 0 := by linarith only [z1, e5]
    have f2 : d 0 1 1 = 0 := by linarith only [z2, e3]
    have f3 : d 0 2 2 = 0 := by linarith only [z3, e7]
    have f4 : d 1 0 1 = 0 := by linarith only [z4, hjk 0 0 1, e1]
    have f5 : d 2 0 2 = 0 := by linarith only [z5, e9]
    have f6 : d 2 0 1 = 0 := by linarith only [z6, hjk 2 0 1]
    have f7 : d 1 0 2 = -d 0 1 2 := by linarith only [z7]
    -- the symmetry in the last two indices gives the other entries
    have s1 := fun i => hjk i 1 0
    have s2 := fun i => hjk i 2 0
    have s3 := fun i => hjk i 2 1
    funext i j k
    fin_cases i <;> fin_cases j <;> fin_cases k <;>
      simp [tensor422, s1, s2, s3, e1, e2, e3, e4, e5, e6, e7, e8, e9, e10,
        f1, f2, f3, f4, f5, f6, f7]
  · intro h
    rw [h]
    exact tensor422_invariant _
```

The hypothesis `hjk` says that d_ijk = d_ikj. For second harmonics this is a convention without loss: both fields are the same, so a part of d antisymmetric in j and k would contribute nothing. Given this, d is invariant under both rotations exactly when it equals `tensor422 (d 0 1 2)`, that is, the allowed form with c = d_xyz.

Start with the twofold axis. Let s_x = 1 and s_y = s_z = −1. The component equation becomes

s_j s_k d_ijk = s_i d_ijk.

If the indices y and z together occur an odd number of times, this reads d_ijk = −d_ijk, and the entry vanishes. The equations `x1` to `x10` cover these entries up to the exchange of j and k, and `e1` to `e10` record the zeros.

Next comes the fourfold axis, which takes the x direction to y and the y direction to −x. Its component equations give

d_xxx = d_yyy = 0

d_xyy = d_yxx = 0

d_xzz = d_yzz = 0

d_yxy = d_xyx = d_xxy = 0

d_zxz = d_zyz = 0.

The fourth line also uses the jk symmetry, which then gives d_yyx = d_zzx = 0 as well. One more entry needs it in an essential way:

d_zxy = −d_zyx = −d_zxy, hence d_zxy = 0.

The final equation relates the two entries that remain:

d_yxz = −d_xyz.

Exchanging the last two indices gives d_xzy = d_xyz and d_yzx = d_yxz, which completes the form.

In the code, `z1` to `z7` are the fourfold equations and `f1` to `f7` their consequences, each found by `linarith`, a tactic for linear equations and inequalities. The equations `s1` to `s3` put the last two indices in a fixed order. The three uses of `fin_cases` then compare all 27 entries with the allowed form. The converse direction is the previous theorem.

## Kleinman symmetry removes the constant

```lean
/-- A tensor that is symmetric in all its indices (Kleinman symmetry) and invariant under the two
generating rotations of the class 422 vanishes. -/
theorem kleinman_forbids_second_harmonic (d : Tensor3)
    (hjk : ∀ i j k, d i j k = d i k j) (hij : ∀ i j k, d i j k = d j i k)
    (h4 : InvariantUnder d fourfoldZ) (h2 : InvariantUnder d twofoldX) : d = 0 := by
  have h := (invariant_iff_eq_tensor422 d hjk).1 ⟨h4, h2⟩
  have h1 : d 1 0 2 = -d 0 1 2 := by
    have key := congrFun (congrFun (congrFun h 1) 0) 2
    simpa [tensor422] using key
  -- Kleinman symmetry equates two entries that the fourfold axis makes opposite
  have hc : d 0 1 2 = 0 := by linarith [hij 0 1 2]
  rw [h, hc]
  funext i j k
  fin_cases i <;> fin_cases j <;> fin_cases k <;> simp [tensor422]
```

The new hypothesis `hij` is d_ijk = d_jik. Together with `hjk` it makes d symmetric under all permutations of its indices, which is Kleinman symmetry. The hypotheses `h4` and `h2` are the two invariances, and the conclusion `d = 0` says that every entry vanishes.

The argument takes one line. Kleinman symmetry makes two entries equal that the fourfold axis makes opposite:

d_xyz = d_yxz = −d_xyz, hence d_xyz = 0.

Since d_xyz was the only free constant, the whole tensor is zero. In the proof, `h` is the allowed form, `h1` reads off d_yxz = −d_xyz from it, and `hc` combines this with `hij` to give d_xyz = 0. The last lines substitute c = 0 and check each entry.

The step from d = 0 to a crystal that emits no light at 2ω requires that the bulk electric-dipole response be the only source. Surfaces and electric-quadrupole or magnetic-dipole terms can still contribute.

The result bears on electronic-structure calculations in the static limit. There the purely electronic quadratic dipole response of an insulator is, up to a constant factor, a third derivative of the energy with respect to a uniform electric field, so it is fully symmetric and must vanish for a crystal of this class.

## The polarization without Kleinman symmetry

```lean
/-- With the tensor `tensor422 c`, a field `E` produces the second-harmonic polarization
`2c (E_y E_z, -E_x E_z, 0)`. -/
theorem second_harmonic_polarization (c : ℝ) (E : Fin 3 → ℝ) :
    polarization (tensor422 c) E E = ![2 * c * E 1 * E 2, -2 * c * E 0 * E 2, 0] := by
  rw [polarization_tensor422]
  ext i
  fin_cases i <;> simp <;> ring
```

When dispersion matters, c need not vanish. Setting F = E in the formula for two fields gives

P = 2c(E_y E_z, −E_x E_z, 0).

The factor 2 comes from the two equal entries in each row, such as d_xyz and d_xzy. The proof makes the same substitution and collects the terms with `ring`.

```lean
/-- With the tensor `tensor422 c`, the second-harmonic polarization is perpendicular to the
real field `E` that produces it. -/
theorem second_harmonic_perpendicular (c : ℝ) (E : Fin 3 → ℝ) :
    E ⬝ᵥ polarization (tensor422 c) E E = 0 := by
  rw [second_harmonic_polarization]
  simp [dotProduct, Fin.sum_univ_three]
  ring

end

end SecondHarmonic422
```

The symbol `⬝ᵥ` is the scalar product. The two nonzero terms cancel:

E · P = 2c(E_x E_y E_z − E_y E_x E_z) = 0.

For linearly polarized light, the second-harmonic polarization is therefore perpendicular to the driving field, whatever the value of c. The proof inserts the formula for P, expands the scalar product and lets `ring` confirm the cancellation.

```lean
#print axioms SecondHarmonic422.invariant_class422_iff
#print axioms SecondHarmonic422.kleinman_forbids_second_harmonic
#print axioms SecondHarmonic422.second_harmonic_perpendicular
```

```
'SecondHarmonic422.invariant_class422_iff' depends on axioms: [propext, Classical.choice, Quot.sound]
'SecondHarmonic422.kleinman_forbids_second_harmonic' depends on axioms: [propext, Classical.choice, Quot.sound]
'SecondHarmonic422.second_harmonic_perpendicular' depends on axioms: [propext, Classical.choice, Quot.sound]
```
